# Damped ringing of a wide-band level after a sudden energy step

A single level is coupled to a wide band, through which a wave of energy $E$ drives it. At $t=0$ the level energy jumps from $e_0$ to $e_1$. Units have $\hbar=1$, and the complex detunings are
$$z_j=E-e_j+i\gamma,\qquad j=0,1,\qquad \gamma>0.$$
Here $\gamma$ is the half-width of the level, often written $\Gamma/2$: without the drive, the level's amplitude would decay at the rate $\gamma$ and its occupation probability at $2\gamma$. It stands for escape into a band whose coupling and density of states do not depend on energy.

Let $c(t)$ be the level's amplitude, with $i\dot c=(e_1-i\gamma)c+e^{-iEt}$ after the step. The drive has unit strength, so $c$ has the dimension of an inverse energy; a tunnelling amplitude $V$ in the drive would multiply it by $V$. In the frame of the wave, $A=e^{iEt}c$ obeys
$$\dot A=iEA-i(e_1-i\gamma)A-i=iz_1A-i .$$

## The amplitude and its decay

Since $|z_j|^2=(E-e_j)^2+\gamma^2>0$, the detunings are nonzero. For a level held at $e_j$, a constant amplitude $a$ in the frame of the wave must satisfy $iz_ja-i=0$, which holds exactly when $a=1/z_j$. A level that was stationary before the step therefore starts from $A(0)=1/z_0$. The claim is that, for $t\ge 0$, the unique solution is
$$A(t)=\frac1{z_1}+e^{iz_1t}\left(\frac1{z_0}-\frac1{z_1}\right).$$

For any solution, put $B=e^{-iz_1t}(A-1/z_1)$. Then
$$\dot B=e^{-iz_1t}\left(-iz_1A+i+iz_1A-i\right)=0,$$
so $B(t)=B(0)=1/z_0-1/z_1$, which is the formula. Conversely, the formula has the right initial value, and its derivative is $iz_1(A-1/z_1)=iz_1A-i$.

With $iz_1t=-\gamma t+i(E-e_1)t$ and $z_1-z_0=e_0-e_1$, the transient is
$$A-\frac1{z_1}=e^{-\gamma t}e^{i(E-e_1)t}\,\frac{e_0-e_1}{z_0z_1},\qquad \left|A-\frac1{z_1}\right|=e^{-\gamma t}\frac{|e_1-e_0|}{|z_0||z_1|}.$$
It rotates at frequency $E-e_1$; at resonance, $E=e_1$, it decays without oscillating.

Write $q=e^{-\gamma t}$ and $\theta=(E-e_1)t$. Over the common denominator, $A=[z_0+(e_0-e_1)qe^{i\theta}]/(z_0z_1)$, hence
$$|A|^2=\frac{|z_0|^2+2(e_0-e_1)q\,[(E-e_0)\cos\theta+\gamma\sin\theta]+(e_0-e_1)^2q^2}{|z_0|^2|z_1|^2}.$$
As $t\to\infty$, $q\to0$ and $|A|^2\to1/|z_1|^2=1/((E-e_1)^2+\gamma^2)$.

For a non-interacting level in the wide-band limit, coupled to the band since the distant past, the occupation at time $t$ is the sum of $|V|^2|A(t)|^2$ over the filled incoming states.

## Detuning and stationary response in Lean

```lean
import Mathlib

open Complex (I)
open Filter Topology

namespace WideBandLevelStep

noncomputable section
```

The energies, width and time are real numbers; `I` is the imaginary unit.

```lean
/-- The complex detuning `z = E - e + iγ` of a wave of energy `E` from a level of energy `e`
and half-width `γ`. -/
def detuning (E e γ : ℝ) : ℂ := (E : ℂ) - e + γ * I
```

The closed form is a definition, so that it solves the equation remains to be proved.

```lean
/-- The amplitude at time `t` after the level has been stepped from `e0` to `e1`,
for nonzero detunings `z0` and `z1`: `1/z1 + exp(i z1 t) (1/z0 - 1/z1)`. -/
def stepAmplitude (E e0 e1 γ t : ℝ) : ℂ :=
  1 / detuning E e1 γ + Complex.exp (I * detuning E e1 γ * t) *
    (1 / detuning E e0 γ - 1 / detuning E e1 γ)
```

The next two results give the Lorentzian denominator and, from its positivity, $z\neq0$.

```lean
/-- The squared modulus of the detuning is `(E - e)² + γ²`. -/
theorem normSq_detuning (E e γ : ℝ) :
    Complex.normSq (detuning E e γ) = (E - e) ^ 2 + γ ^ 2 := by
  simp [detuning, Complex.normSq_apply]
  ring

/-- A level of positive width has a nonzero detuning at every energy. -/
theorem detuning_ne_zero (E e : ℝ) {γ : ℝ} (hγ : 0 < γ) : detuning E e γ ≠ 0 := by
  intro h
  have h2 := normSq_detuning E e γ
  rw [h, Complex.normSq_zero] at h2
  nlinarith [sq_nonneg (E - e), pow_pos hγ 2]
```

Multiplying by $z$ and cancelling $i$ identifies the stationary amplitude.

```lean
/-- For a level of positive width held at energy `e`, the amplitude is stationary exactly
when it equals `1/z`. -/
theorem stationary_iff (E e : ℝ) {γ : ℝ} (hγ : 0 < γ) (a : ℂ) :
    I * detuning E e γ * a - I = 0 ↔ a = 1 / detuning E e γ := by
  rw [eq_div_iff (detuning_ne_zero E e hγ)]
  constructor
  · intro h
    have h2 : I * (a * detuning E e γ - 1) = 0 := by linear_combination h
    exact sub_eq_zero.1 ((mul_eq_zero.1 h2).resolve_left Complex.I_ne_zero)
  · intro h
    linear_combination I * h
```

## Existence and uniqueness after the step

Two lemmas supply the derivative of $e^{wt}$ and the identity $e^{wt}e^{-wt}=1$.

```lean
private lemma hasDerivAt_exp_mul (w : ℂ) (t : ℝ) :
    HasDerivAt (fun s : ℝ => Complex.exp (w * s)) (w * Complex.exp (w * t)) t := by
  have h : HasDerivAt (fun s : ℝ => w * (s : ℂ)) w t := by
    simpa using ((hasDerivAt_id t).ofReal_comp).const_mul w
  exact h.cexp.congr_deriv (mul_comm _ _)

private lemma exp_mul_exp_neg (w : ℂ) (t : ℝ) :
    Complex.exp (w * t) * Complex.exp (-w * t) = 1 := by
  rw [← Complex.exp_add, show w * (t : ℂ) + -w * t = 0 by ring, Complex.exp_zero]
```

The main equivalence takes any function `A : ℝ → ℂ`. The derivative within `Set.Ici 0` is one-sided at $t=0$, and values at negative times are unrestricted. The initial value is a hypothesis; no evolution before the step is modelled.

In the forward direction, `key` is $\dot B=0$ and `hc` is $B(t)=B(0)$; multiplying by $e^{iz_1t}$ recovers $A$. The reverse direction differentiates the closed form.

```lean
/-- For positive width, an amplitude obeys `A' = i z1 A - i` for `t ≥ 0` and starts from
`1/z0` if and only if it is the stepped amplitude at all times `t ≥ 0`. -/
theorem solves_iff_eq_stepAmplitude (E e0 e1 : ℝ) {γ : ℝ} (hγ : 0 < γ) (A : ℝ → ℂ) :
    ((∀ t : ℝ, 0 ≤ t →
        HasDerivWithinAt A (I * detuning E e1 γ * A t - I) (Set.Ici 0) t) ∧
      A 0 = 1 / detuning E e0 γ) ↔
    ∀ t : ℝ, 0 ≤ t → A t = stepAmplitude E e0 e1 γ t := by
  have hz : detuning E e1 γ * (1 / detuning E e1 γ) = 1 :=
    mul_one_div_cancel (detuning_ne_zero E e1 hγ)
  constructor
  · rintro ⟨hA, h0⟩ t ht
    -- the deviation from 1/z1, with its exponential removed, does not change in time
    have key : ∀ s : ℝ, 0 ≤ s → HasDerivWithinAt
        (fun s : ℝ => Complex.exp (-(I * detuning E e1 γ) * s) *
          (A s - 1 / detuning E e1 γ)) 0 (Set.Ici 0) s := by
      intro s hs
      refine ((hasDerivAt_exp_mul (-(I * detuning E e1 γ)) s).hasDerivWithinAt.mul
        ((hA s hs).sub_const (1 / detuning E e1 γ))).congr_deriv ?_
      linear_combination (I * Complex.exp (-(I * detuning E e1 γ) * s)) * hz
    have hc : Complex.exp (-(I * detuning E e1 γ) * t) * (A t - 1 / detuning E e1 γ) =
        Complex.exp (-(I * detuning E e1 γ) * ((0 : ℝ) : ℂ)) *
          (A 0 - 1 / detuning E e1 γ) :=
      constant_of_has_deriv_right_zero
        (fun s hs => (key s hs.1).continuousWithinAt.mono Set.Icc_subset_Ici_self)
        (fun s hs => (key s hs.1).mono (Set.Ici_subset_Ici.2 hs.1)) t ⟨ht, le_rfl⟩
    rw [h0, Complex.ofReal_zero, mul_zero, Complex.exp_zero, one_mul] at hc
    have he := exp_mul_exp_neg (I * detuning E e1 γ) t
    unfold stepAmplitude
    linear_combination Complex.exp (I * detuning E e1 γ * t) * hc -
      (A t - 1 / detuning E e1 γ) * he
  · intro h
    refine ⟨fun t ht => ?_, ?_⟩
    · -- the closed form satisfies the equation of motion
      have hd : HasDerivAt (fun s : ℝ => stepAmplitude E e0 e1 γ s)
          (I * detuning E e1 γ * stepAmplitude E e0 e1 γ t - I) t := by
        refine (((hasDerivAt_exp_mul (I * detuning E e1 γ) t).mul_const
          (1 / detuning E e0 γ - 1 / detuning E e1 γ)).const_add
          (1 / detuning E e1 γ)).congr_deriv ?_
        unfold stepAmplitude
        linear_combination -I * hz
      rw [h t ht]
      exact hd.hasDerivWithinAt.congr (fun s hs => h s hs) (h t ht)
    · rw [h 0 le_rfl]
      simp [stepAmplitude]
```

The Schrödinger form follows by applying this equivalence to $e^{iEt}c$. The equation for $c$ is assumed: eliminating the band's own degrees of freedom to obtain $-i\gamma$ and the drive is the step left to physics.

```lean
/-- A level of positive width, driven by the wave `exp(-iEt)` through
`i c' = (e1 - iγ) c + exp(-iEt)` for `t ≥ 0` and starting from `1/z0`, has the
stepped amplitude times the phase `exp(-iEt)`. -/
theorem driven_level (E e0 e1 : ℝ) {γ : ℝ} (hγ : 0 < γ) (c : ℝ → ℂ)
    (hc : ∀ t : ℝ, 0 ≤ t → HasDerivWithinAt c
      (-I * (((e1 : ℂ) - I * γ) * c t + Complex.exp (-(I * E) * t))) (Set.Ici 0) t)
    (h0 : c 0 = 1 / detuning E e0 γ) (t : ℝ) (ht : 0 ≤ t) :
    c t = Complex.exp (-(I * E) * t) * stepAmplitude E e0 e1 γ t := by
  -- pass to the frame rotating with the incoming wave
  have h := (solves_iff_eq_stepAmplitude E e0 e1 hγ
    (fun s : ℝ => Complex.exp (I * E * s) * c s)).1 ⟨fun s hs => by
      refine ((hasDerivAt_exp_mul (I * E) s).hasDerivWithinAt.mul (hc s hs)).congr_deriv ?_
      unfold detuning
      linear_combination -I * exp_mul_exp_neg (I * E) s, by simp [h0]⟩ t ht
  linear_combination Complex.exp (-(I * E) * t) * h - c t * exp_mul_exp_neg (I * E) t
```

## Ringing and the long-time Lorentzian

In the factorisation, `hs` splits the exponential and `hd` subtracts the two reciprocals.

```lean
/-- For positive width, the deviation from `1/z1` is a constant times the decay
`exp(-γt)` and a phase factor rotating at frequency `E - e1`. -/
theorem transient_eq (E e0 e1 : ℝ) {γ : ℝ} (hγ : 0 < γ) (t : ℝ) :
    stepAmplitude E e0 e1 γ t - 1 / detuning E e1 γ =
      (Real.exp (-(γ * t)) : ℂ) * Complex.exp (((E - e1) * t : ℝ) * I) *
        (((e0 : ℂ) - e1) / (detuning E e0 γ * detuning E e1 γ)) := by
  have hs : Complex.exp (I * detuning E e1 γ * t) =
      (Real.exp (-(γ * t)) : ℂ) * Complex.exp (((E - e1) * t : ℝ) * I) := by
    rw [Complex.ofReal_exp, ← Complex.exp_add]
    congr 1
    unfold detuning
    push_cast
    linear_combination ((γ : ℂ) * t) * Complex.I_sq
  have hd : 1 / detuning E e0 γ - 1 / detuning E e1 γ =
      ((e0 : ℂ) - e1) / (detuning E e0 γ * detuning E e1 γ) := by
    rw [div_sub_div _ _ (detuning_ne_zero E e0 hγ) (detuning_ne_zero E e1 hγ)]
    congr 1
    unfold detuning
    ring
  unfold stepAmplitude
  rw [hs, hd]
  ring
```

Taking norms removes the phase factor.

```lean
/-- For positive width, the distance of the amplitude from `1/z1` is
`exp(-γt) |e1 - e0| / (|z0| |z1|)`. -/
theorem norm_transient (E e0 e1 : ℝ) {γ : ℝ} (hγ : 0 < γ) (t : ℝ) :
    ‖stepAmplitude E e0 e1 γ t - 1 / detuning E e1 γ‖ =
      Real.exp (-(γ * t)) * (|e1 - e0| / (‖detuning E e0 γ‖ * ‖detuning E e1 γ‖)) := by
  rw [transient_eq E e0 e1 hγ, norm_mul, norm_mul, norm_div, norm_mul,
    Complex.norm_exp_ofReal_mul_I, ← Complex.ofReal_sub, Complex.norm_real,
    Complex.norm_real, Real.norm_eq_abs, Real.norm_eq_abs, Real.abs_exp,
    abs_sub_comm e0 e1, mul_one]
```

For the squared modulus, `hA` puts $A$ over $z_0z_1$, `alg` separates the numerator into real and imaginary parts, and $\sin^2\theta+\cos^2\theta=1$ collects the $q^2$ term.

```lean
/-- For positive width, `|A|²` in closed form: a constant, a term oscillating at frequency
`E - e1` and damped by `exp(-γt)`, and a term decaying as `exp(-2γt)`. -/
theorem norm_sq_stepAmplitude (E e0 e1 : ℝ) {γ : ℝ} (hγ : 0 < γ) (t : ℝ) :
    ‖stepAmplitude E e0 e1 γ t‖ ^ 2 =
      ((E - e0) ^ 2 + γ ^ 2 + 2 * (e0 - e1) * Real.exp (-(γ * t)) *
          ((E - e0) * Real.cos ((E - e1) * t) + γ * Real.sin ((E - e1) * t)) +
        (e0 - e1) ^ 2 * Real.exp (-(γ * t)) ^ 2) /
      (((E - e0) ^ 2 + γ ^ 2) * ((E - e1) ^ 2 + γ ^ 2)) := by
  have alg : ∀ q c s : ℝ,
      Complex.normSq (detuning E e0 γ + q * (c + s * I) * ((e0 : ℂ) - e1)) =
        (E - e0 + (e0 - e1) * q * c) ^ 2 + (γ + (e0 - e1) * q * s) ^ 2 := by
    intro q c s
    simp [detuning, Complex.normSq_apply]
    ring
  -- bring the amplitude over the common denominator z0 z1
  have hA : stepAmplitude E e0 e1 γ t =
      (detuning E e0 γ + (Real.exp (-(γ * t)) : ℂ) *
        ((Real.cos ((E - e1) * t) : ℂ) + (Real.sin ((E - e1) * t) : ℂ) * I) *
          ((e0 : ℂ) - e1)) / (detuning E e0 γ * detuning E e1 γ) := by
    have r := transient_eq E e0 e1 hγ t
    rw [Complex.exp_mul_I, ← Complex.ofReal_cos, ← Complex.ofReal_sin,
      sub_eq_iff_eq_add] at r
    have h0 := detuning_ne_zero E e0 hγ
    have h1 := detuning_ne_zero E e1 hγ
    have hz : 1 / detuning E e1 γ =
        detuning E e0 γ / (detuning E e0 γ * detuning E e1 γ) := by
      field_simp
    rw [r, hz]
    ring
  rw [hA, ← Complex.normSq_eq_norm_sq, Complex.normSq_div, Complex.normSq_mul, alg,
    normSq_detuning, normSq_detuning]
  congr 1
  linear_combination ((e0 - e1) ^ 2 * Real.exp (-(γ * t)) ^ 2) *
    Real.sin_sq_add_cos_sq ((E - e1) * t)
```

The limit comes from the exact distance to $1/z_1$, which vanishes with $e^{-\gamma t}$; continuity of the norm and the square then gives the Lorentzian.

```lean
/-- For positive width, `|A|²` tends at long times to the Lorentzian
`1/((E - e1)² + γ²)` centred at the new level energy. -/
theorem tendsto_norm_sq (E e0 e1 : ℝ) {γ : ℝ} (hγ : 0 < γ) :
    Tendsto (fun t : ℝ => ‖stepAmplitude E e0 e1 γ t‖ ^ 2) atTop
      (𝓝 (1 / ((E - e1) ^ 2 + γ ^ 2))) := by
  have hexp : Tendsto (fun t : ℝ => Real.exp (-(γ * t))) atTop (𝓝 0) :=
    Real.tendsto_exp_neg_atTop_nhds_zero.comp (tendsto_id.const_mul_atTop hγ)
  have hA : Tendsto (fun t : ℝ => stepAmplitude E e0 e1 γ t) atTop
      (𝓝 (1 / detuning E e1 γ)) := by
    rw [tendsto_iff_norm_sub_tendsto_zero]
    simp only [norm_transient E e0 e1 hγ]
    have h := hexp.mul_const (|e1 - e0| / (‖detuning E e0 γ‖ * ‖detuning E e1 γ‖))
    rw [zero_mul] at h
    exact h
  have h := hA.norm.pow 2
  have hl : ‖1 / detuning E e1 γ‖ ^ 2 = 1 / ((E - e1) ^ 2 + γ ^ 2) := by
    rw [← Complex.normSq_eq_norm_sq, Complex.normSq_div, Complex.normSq_one,
      normSq_detuning]
  rw [hl] at h
  exact h

end

end WideBandLevelStep
```

```lean
#print axioms WideBandLevelStep.stationary_iff
#print axioms WideBandLevelStep.driven_level
#print axioms WideBandLevelStep.norm_sq_stepAmplitude
#print axioms WideBandLevelStep.tendsto_norm_sq
```

```
'WideBandLevelStep.stationary_iff' depends on axioms: [propext, Classical.choice, Quot.sound]
'WideBandLevelStep.driven_level' depends on axioms: [propext, Classical.choice, Quot.sound]
'WideBandLevelStep.norm_sq_stepAmplitude' depends on axioms: [propext, Classical.choice, Quot.sound]
'WideBandLevelStep.tendsto_norm_sq' depends on axioms: [propext, Classical.choice, Quot.sound]
```
